# Singlet admixture and magnetic quenching of the upper m = 0 state in the positronium spin Hamiltonian

Q: Positronium annihilates, but your Hamiltonian is Hermitian and its eigenstates live forever. Where is the decay?

A: It enters after the diagonalisation. The stationary states come from the spin Hamiltonian alone, and each is then given the mean of the triplet and singlet decay rates, weighted by its populations. This is a good approximation when the rates, as energies, are small compared with the level splitting. The weighted mean has no interference term because triplet and singlet annihilate into different final states, with odd and even photon numbers. The file takes this rule as a definition.

```lean
import Mathlib

open Matrix Filter
open scoped Kronecker Topology

namespace PositroniumQuenching

noncomputable section
```

Q: Then which Hamiltonian do you diagonalise?

A: For the spins of ground-state positronium I take

$$H=\frac A4\,\boldsymbol\sigma_1\cdot\boldsymbol\sigma_2+\frac b2(\sigma_{1z}-\sigma_{2z}).$$

Here $A$ is the zero-field energy of the triplet above the singlet, put in as a parameter, and $b=g\mu_BB$ is the Zeeman energy in a field $B$ along $z$. Particle 1 is the electron and particle 2 the positron. Their magnetic moments are opposite for equal spins, hence the minus sign. In Lean, the Kronecker product `⊗ₖ` puts the first factor on the electron.

```lean
/-- The Pauli matrix `σx`. -/
def pauliX : Matrix (Fin 2) (Fin 2) ℂ := !![0, 1; 1, 0]

/-- The Pauli matrix `σy`. -/
def pauliY : Matrix (Fin 2) (Fin 2) ℂ := !![0, -Complex.I; Complex.I, 0]

/-- The Pauli matrix `σz`. -/
def pauliZ : Matrix (Fin 2) (Fin 2) ℂ := !![1, 0; 0, -1]

/-- Spin Hamiltonian of ground-state positronium: hyperfine coupling `A` and a Zeeman term
of strength `b` with opposite signs for electron and positron. -/
def spinHamiltonian (A b : ℝ) : Matrix (Fin 2 × Fin 2) (Fin 2 × Fin 2) ℂ :=
  ((A : ℂ) / 4) • (pauliX ⊗ₖ pauliX + pauliY ⊗ₖ pauliY + pauliZ ⊗ₖ pauliZ)
    + ((b : ℂ) / 2) • (pauliZ ⊗ₖ (1 : Matrix (Fin 2) (Fin 2) ℂ)
      - (1 : Matrix (Fin 2) (Fin 2) ℂ) ⊗ₖ pauliZ)
```

Q: That is a four-by-four matrix, and your result concerns a two-by-two one.

A: The field mixes only the two states with $m=0$, namely $T=(\uparrow\downarrow+\downarrow\uparrow)/\sqrt2$ and $S=(\uparrow\downarrow-\downarrow\uparrow)/\sqrt2$. I write a state as $v_0T+v_1S$; `spinState v` is that vector, with index 0 for spin up. The block acting on $(v_0,v_1)$ is `m0Block`.

```lean
/-- The two-spin state with amplitude `v 0` on the triplet `(↑↓ + ↓↑)/√2` and amplitude `v 1`
on the singlet `(↑↓ - ↓↑)/√2`. -/
def spinState (v : Fin 2 → ℂ) : Fin 2 × Fin 2 → ℂ := fun p =>
  (((√2)⁻¹ : ℝ) : ℂ) * (!![0, v 0 + v 1; v 0 - v 1, 0] : Matrix (Fin 2) (Fin 2) ℂ) p.1 p.2

/-- The `m = 0` block of the Hamiltonian in the basis (triplet, singlet). -/
def m0Block (A b : ℝ) : Matrix (Fin 2) (Fin 2) ℂ :=
  !![(A : ℂ) / 4, (b : ℂ); (b : ℂ), -(3 * (A : ℂ) / 4)]
```

The set `levels A b` holds the real eigenvalues of the block. Nothing is lost by taking them real, since the block is Hermitian. I write $R=\sqrt{A^2+4b^2}$ for `splitting A b`, and `decayRate` is the weighted mean from the start of our conversation.

```lean
/-- The energies of the `m = 0` block: its real eigenvalues. -/
def levels (A b : ℝ) : Set ℝ :=
  {E | ∃ v : Fin 2 → ℂ, v ≠ 0 ∧ m0Block A b *ᵥ v = (E : ℂ) • v}

/-- The energy `√(A² + 4b²)`. -/
def splitting (A b : ℝ) : ℝ := √(A ^ 2 + 4 * b ^ 2)

/-- The decay rate of a normalised superposition of triplet and singlet: the mean of the two rates
weighted by the populations. -/
def decayRate (γT γS : ℝ) (v : Fin 2 → ℂ) : ℝ := γT * ‖v 0‖ ^ 2 + γS * ‖v 1‖ ^ 2
```

Q: Did you derive the block or just write it down?

A: It is derived. Since $\boldsymbol\sigma_1\cdot\boldsymbol\sigma_2\uparrow\downarrow\;=2\downarrow\uparrow-\uparrow\downarrow$, and likewise with the arrows exchanged, this operator gives $+1$ on $T$ and $-3$ on $S$. The Zeeman term multiplies $\uparrow\downarrow$ by $b$ and $\downarrow\uparrow$ by $-b$, so it turns $T$ into $bS$ and $S$ into $bT$. Therefore

$$H(v_0T+v_1S)=\left(\tfrac A4v_0+bv_1\right)T+\left(bv_0-\tfrac{3A}4v_1\right)S.$$

The Lean proof compares the two sides on each of the four product states.

```lean
/-- The spin Hamiltonian maps superpositions of the `m = 0` triplet and the singlet to one
another, and acts on their amplitudes as the two-by-two block. -/
theorem spinHamiltonian_mulVec_spinState (A b : ℝ) (v : Fin 2 → ℂ) :
    spinHamiltonian A b *ᵥ spinState v = spinState (m0Block A b *ᵥ v) := by
  ext ⟨i, j⟩
  fin_cases i <;> fin_cases j <;>
    simp [spinHamiltonian, spinState, m0Block, pauliX, pauliY, pauliZ, Matrix.mulVec,
      dotProduct, Fintype.sum_prod_type, Fin.sum_univ_two, Matrix.one_apply] <;>
    ring1
```

Q: Now the energies, by hand first.

A: The eigenvalue equation has two components,

$$\tfrac A4v_0+bv_1=Ev_0,\qquad bv_0-\tfrac{3A}4v_1=Ev_1.$$

Put $D=(E-\tfrac A4)(E+\tfrac{3A}4)-b^2$. Eliminating $v_1$ gives $Dv_0=0$, and eliminating $v_0$ gives $Dv_1=0$. A nonzero vector therefore requires $D=0$, which is

$$\left(E+\tfrac A4\right)^2=\tfrac{R^2}4,\qquad E=-\tfrac A4\pm\tfrac R2.$$

Both values occur. For $A>0$, as in positronium, the vectors $(A+R,\,2b)$ and $(2b,\,-(A+R))$ satisfy the equations for the upper and lower sign; dividing by $\sqrt{2R(R+A)}$ normalises them. As $R>0$, the upper sign gives the greatest energy.

The file follows the same route. `stationary_iff` writes out the components, and two short lemmas record $R^2=A^2+4b^2$ and $R>0$.

```lean
/-- The stationary Schrödinger equation of the block, written for the two amplitudes. -/
theorem stationary_iff (A b E : ℝ) (v : Fin 2 → ℂ) :
    m0Block A b *ᵥ v = (E : ℂ) • v ↔
      (A : ℂ) / 4 * v 0 + b * v 1 = E * v 0 ∧
      (b : ℂ) * v 0 + -(3 * (A : ℂ) / 4) * v 1 = E * v 1 := by
  rw [funext_iff, Fin.forall_fin_two]
  simp [m0Block, Matrix.mulVec, dotProduct, Fin.sum_univ_two]

lemma splitting_sq (A b : ℝ) : splitting A b ^ 2 = A ^ 2 + 4 * b ^ 2 :=
  Real.sq_sqrt (by positivity)

lemma splitting_pos {A : ℝ} (hA : 0 < A) (b : ℝ) : 0 < splitting A b :=
  Real.sqrt_pos.2 (by positivity)
```

In `mem_levels_iff`, the forward direction supposes $D\neq0$ and finds both amplitudes zero, a contradiction. The `linear_combination` lines for `e0` and `e1` are the eliminations. The converse supplies the two vectors above, unnormalised.

```lean
/-- The energies of the `m = 0` block are exactly `-A/4 ± √(A² + 4b²)/2`. -/
theorem mem_levels_iff {A : ℝ} (hA : 0 < A) (b E : ℝ) :
    E ∈ levels A b ↔
      E = -A / 4 + splitting A b / 2 ∨ E = -A / 4 - splitting A b / 2 := by
  have hR := splitting_sq A b
  have hpos := splitting_pos hA b
  have hRc : (splitting A b : ℂ) ^ 2 = (A : ℂ) ^ 2 + 4 * (b : ℂ) ^ 2 := by
    exact_mod_cast hR
  constructor
  · rintro ⟨v, hv, h⟩
    obtain ⟨h1, h2⟩ := (stationary_iff A b E v).1 h
    -- eliminating either amplitude gives the characteristic equation
    have hD : (E - A / 4) * (E + 3 * A / 4) - b ^ 2 = 0 := by
      by_contra hne
      have hc : ((E : ℂ) - A / 4) * (E + 3 * A / 4) - (b : ℂ) ^ 2 ≠ 0 := by
        exact_mod_cast hne
      have e0 : (((E : ℂ) - A / 4) * (E + 3 * A / 4) - (b : ℂ) ^ 2) * v 0 = 0 := by
        linear_combination (-((E : ℂ) + 3 * A / 4)) * h1 - (b : ℂ) * h2
      have e1 : (((E : ℂ) - A / 4) * (E + 3 * A / 4) - (b : ℂ) ^ 2) * v 1 = 0 := by
        linear_combination (-((E : ℂ) - A / 4)) * h2 - (b : ℂ) * h1
      apply hv
      rw [funext_iff, Fin.forall_fin_two]
      exact ⟨(mul_eq_zero.1 e0).resolve_left hc, (mul_eq_zero.1 e1).resolve_left hc⟩
    have hprod : (E - (-A / 4 + splitting A b / 2)) *
        (E - (-A / 4 - splitting A b / 2)) = 0 := by
      linear_combination hD - hR / 4
    rcases mul_eq_zero.1 hprod with h | h
    · exact Or.inl (sub_eq_zero.1 h)
    · exact Or.inr (sub_eq_zero.1 h)
  · -- explicit eigenvectors for the two levels
    rintro (rfl | rfl)
    · refine ⟨![(A : ℂ) + splitting A b, 2 * b], ?_, (stationary_iff _ _ _ _).2 ⟨?_, ?_⟩⟩
      · intro h
        have h0 : (A : ℂ) + splitting A b = 0 := congrFun h 0
        have h0' : A + splitting A b = 0 := by exact_mod_cast h0
        linarith
      · change (A : ℂ) / 4 * (A + splitting A b) + b * (2 * b) = _ * ((A : ℂ) + splitting A b)
        push_cast
        linear_combination (-1 / 2 : ℂ) * hRc
      · change (b : ℂ) * (A + splitting A b) + -(3 * (A : ℂ) / 4) * (2 * b) = _ * (2 * (b : ℂ))
        push_cast
        ring
    · refine ⟨![2 * (b : ℂ), -((A : ℂ) + splitting A b)], ?_,
        (stationary_iff _ _ _ _).2 ⟨?_, ?_⟩⟩
      · intro h
        have h0 : -((A : ℂ) + splitting A b) = 0 := congrFun h 1
        have h0' : -(A + splitting A b) = 0 := by exact_mod_cast h0
        linarith
      · change (A : ℂ) / 4 * (2 * b) + b * (-((A : ℂ) + splitting A b)) = _ * (2 * (b : ℂ))
        push_cast
        ring
      · change (b : ℂ) * (2 * b) + -(3 * (A : ℂ) / 4) * (-((A : ℂ) + splitting A b))
          = _ * (-((A : ℂ) + splitting A b))
        push_cast
        linear_combination (-1 / 2 : ℂ) * hRc

/-- The highest energy of the `m = 0` block is `-A/4 + √(A² + 4b²)/2`. -/
theorem isGreatest_upper {A : ℝ} (hA : 0 < A) (b : ℝ) :
    IsGreatest (levels A b) (-A / 4 + splitting A b / 2) := by
  refine ⟨(mem_levels_iff hA b _).2 (Or.inl rfl), fun E hE => ?_⟩
  have hpos := splitting_pos hA b
  rcases (mem_levels_iff hA b E).1 hE with h | h <;> linarith
```

Q: Why should the greatest energy belong to ortho-positronium?

A: Because $A>0$. At zero field the triplet then lies above the singlet, and the upper $m=0$ state is $T$ itself. As the field grows, the upper state stays separated from the lower one by the gap $R\ge A$, so it is the continuation of the triplet.

Q: And its singlet content?

A: For $E=-A/4+R/2$ the second component equation reads $bv_0=\tfrac12(R+A)v_1$. Take squared moduli and use $4b^2=(R-A)(R+A)$:

$$(R+A)\left[(R-A)|v_0|^2-(R+A)|v_1|^2\right]=0.$$

The factor $R+A$ is positive, so the bracket vanishes. Inserting $|v_0|^2=1-|v_1|^2$ leaves $R-A=2R|v_1|^2$, that is

$$|v_1|^2=\frac12\left(1-\frac A{\sqrt{A^2+4b^2}}\right).$$

At no point did I divide by $b$, so zero field is included and gives zero.

Q: Does the theorem say this for every eigenvector, or for one you picked?

A: For every one. `singlet_admixture` takes any $A>0$, any real $b$, any $E$ that is the greatest element of `levels A b`, and any complex $v$ with $|v_0|^2+|v_1|^2=1$ that solves the eigenvalue equation for $E$. Real eigenvectors are a special case. In the proof, `hE.unique` identifies $E$ with the upper level, `h4` is the equation of squared moduli, `h5` is the factored form, and the last line brings in normalisation.

```lean
/-- For `A > 0`, every normalised eigenstate belonging to the highest `m = 0` energy has singlet
population `(1 - A/√(A² + 4b²))/2`. -/
theorem singlet_admixture {A b E : ℝ} (hA : 0 < A) (hE : IsGreatest (levels A b) E)
    {v : Fin 2 → ℂ} (hv : m0Block A b *ᵥ v = (E : ℂ) • v)
    (hn : ‖v 0‖ ^ 2 + ‖v 1‖ ^ 2 = 1) :
    ‖v 1‖ ^ 2 = (1 - A / √(A ^ 2 + 4 * b ^ 2)) / 2 := by
  change _ = (1 - A / splitting A b) / 2
  have hR := splitting_sq A b
  have hpos := splitting_pos hA b
  have hEu := hE.unique (isGreatest_upper hA b)
  obtain ⟨-, h2⟩ := (stationary_iff A b E v).1 hv
  -- the singlet row fixes the ratio of the two populations
  have h3 : (b : ℂ) * v 0 = ((E + 3 * A / 4 : ℝ) : ℂ) * v 1 := by
    push_cast
    linear_combination h2
  have h4 := congrArg (fun z : ℂ => ‖z‖ ^ 2) h3
  simp only [norm_mul, Complex.norm_real, mul_pow, Real.norm_eq_abs, sq_abs] at h4
  rw [hEu] at h4
  have h5 : (splitting A b + A) *
      ((splitting A b - A) * ‖v 0‖ ^ 2 - (splitting A b + A) * ‖v 1‖ ^ 2) = 0 := by
    linear_combination 4 * h4 + ‖v 0‖ ^ 2 * hR
  have h6 := (mul_eq_zero.1 h5).resolve_left (by positivity)
  -- normalisation then fixes the singlet population itself
  have h7 : A / splitting A b * splitting A b = A := div_mul_cancel₀ _ hpos.ne'
  apply mul_right_cancel₀ (b := 2 * splitting A b) (by positivity)
  linear_combination (splitting A b - A) * hn - h6 + h7
```

Q: Give me numbers I can check.

A: Take $A=3$ and $b=2$ in some common energy unit. Then $R=\sqrt{9+16}=5$ and the upper energy is $-\tfrac34+\tfrac52=\tfrac74$. The normalised eigenvector is $(2,1)/\sqrt5$: without the common factor, the rows give $\tfrac34\cdot2+2\cdot1=\tfrac72=\tfrac74\cdot2$ and $2\cdot2-\tfrac94\cdot1=\tfrac74$. Its singlet weight is $\tfrac15$, and the formula gives $\tfrac12(1-\tfrac35)=\tfrac15$. With an invented rate ratio $\gamma_S=11\gamma_T$, the state decays at $\tfrac45\gamma_T+\tfrac{11}5\gamma_T=3\gamma_T$.

Q: In a weak field I would expect perturbation theory, with a weight $(b/A)^2$.

A: That is the limit. For $b\ne0$, use $R^2-A^2=4b^2$:

$$\frac{|v_1|^2}{b^2}=\frac{R-A}{2Rb^2}=\frac2{R(R+A)}\longrightarrow\frac1{A^2}\qquad(b\to0).$$

The proof of `weak_field_admixture` shows that the last fraction is continuous in $b$, evaluates it at zero, and transfers the limit to the original quotient, which agrees with it for $b\neq0$. The filter `𝓝[≠] 0` means that $b$ approaches zero without being zero.

```lean
/-- For `A > 0`, the expression `(1 - A/√(A² + 4b²))/2` divided by `b²` tends to `1/A²` as `b` tends
to zero through nonzero values. -/
theorem weak_field_admixture {A : ℝ} (hA : 0 < A) :
    Tendsto (fun b : ℝ => (1 - A / √(A ^ 2 + 4 * b ^ 2)) / 2 / b ^ 2)
      (𝓝[≠] 0) (𝓝 (1 / A ^ 2)) := by
  have h0 : splitting A 0 = A := by
    simp [splitting, Real.sqrt_sq hA.le]
  have hs : Continuous (fun b : ℝ => splitting A b) := by
    unfold splitting
    fun_prop
  have hc : Tendsto (fun b : ℝ => 2 / (splitting A b * (splitting A b + A)))
      (𝓝 0) (𝓝 (2 / (splitting A 0 * (splitting A 0 + A)))) :=
    (continuous_const.div (hs.mul (hs.add continuous_const)) (fun b => by
      have hb := splitting_pos hA b
      exact (mul_pos hb (add_pos hb hA)).ne')).tendsto 0
  have hval : 2 / (splitting A 0 * (splitting A 0 + A)) = 1 / A ^ 2 := by
    rw [h0, div_eq_div_iff (by positivity) (by positivity)]
    ring
  rw [hval] at hc
  refine (hc.mono_left nhdsWithin_le_nhds).congr' ?_
  filter_upwards [self_mem_nhdsWithin] with b hb
  have hb' : b ≠ 0 := hb
  have hpos := splitting_pos hA b
  have hR := splitting_sq A b
  have h7 : A / splitting A b * splitting A b = A := div_mul_cancel₀ _ hpos.ne'
  change _ = (1 - A / splitting A b) / 2 / b ^ 2
  rw [div_eq_div_iff (by positivity) (by positivity)]
  linear_combination (splitting A b + A) / 2 * h7 - hR / 2
```

Q: So far this is mixing. Where is the quenching?

A: In the rate. Let $\gamma_T$ and $\gamma_S$ be the triplet and singlet decay rates. By the weighting rule and normalisation, the upper state decays at

$$\gamma=\gamma_T|v_0|^2+\gamma_S|v_1|^2=\gamma_T+(\gamma_S-\gamma_T)|v_1|^2.$$

If $b\neq0$, then $R>A>0$, so $0<A/R<1$ and $0<|v_1|^2<\tfrac12$. With $\gamma_T<\gamma_S$ it follows that

$$\gamma_T<\gamma<\tfrac12(\gamma_T+\gamma_S).$$

For a positive triplet rate, the field shortens the lifetime. `magnetic_quenching` states the two inequalities; its proof gets the bounds on $|v_1|^2$ from `singlet_admixture` and multiplies them by $\gamma_S-\gamma_T>0$. That the singlet decays faster is the hypothesis `hγ`, a physical input from annihilation: the singlet can go to two photons, while the triplet needs at least three.

```lean
/-- For `A > 0`, if the singlet decays faster than the triplet, any nonzero field makes the upper `m
= 0` state decay faster than the triplet, but slower than the mean of the two rates. -/
theorem magnetic_quenching {A b E γT γS : ℝ} (hA : 0 < A) (hb : b ≠ 0) (hγ : γT < γS)
    (hE : IsGreatest (levels A b) E) {v : Fin 2 → ℂ}
    (hv : m0Block A b *ᵥ v = (E : ℂ) • v) (hn : ‖v 0‖ ^ 2 + ‖v 1‖ ^ 2 = 1) :
    γT < decayRate γT γS v ∧ decayRate γT γS v < (γT + γS) / 2 := by
  have hp : ‖v 1‖ ^ 2 = (1 - A / splitting A b) / 2 := singlet_admixture hA hE hv hn
  have hpos := splitting_pos hA b
  have hR := splitting_sq A b
  have hb2 : 0 < b ^ 2 := by positivity
  have hlt : A < splitting A b := by nlinarith
  have hr1 : A / splitting A b < 1 := (div_lt_one hpos).2 hlt
  have hr0 : 0 < A / splitting A b := div_pos hA hpos
  -- the singlet population lies strictly between 0 and 1/2
  have hp0 : 0 < ‖v 1‖ ^ 2 := by linarith
  have hp1 : 0 < 1 / 2 - ‖v 1‖ ^ 2 := by linarith
  have hq : ‖v 0‖ ^ 2 = 1 - ‖v 1‖ ^ 2 := by linarith
  have m0 := mul_pos (sub_pos.2 hγ) hp0
  have m1 := mul_pos (sub_pos.2 hγ) hp1
  unfold decayRate
  rw [hq]
  constructor <;> linarith

end

end PositroniumQuenching
```

```lean
#print axioms PositroniumQuenching.spinHamiltonian_mulVec_spinState
#print axioms PositroniumQuenching.weak_field_admixture
#print axioms PositroniumQuenching.magnetic_quenching
```

```
'PositroniumQuenching.spinHamiltonian_mulVec_spinState' depends on axioms: [propext, Classical.choice, Quot.sound]
'PositroniumQuenching.weak_field_admixture' depends on axioms: [propext, Classical.choice, Quot.sound]
'PositroniumQuenching.magnetic_quenching' depends on axioms: [propext, Classical.choice, Quot.sound]
```

Q: What would I still need before comparing this with an experiment?

A: You would need values for $A$, $\gamma_T$ and $\gamma_S$, none of which is computed here. The model has a static uniform field and a fixed spatial ground state, so it leaves out the motion of the atom, collisions and any change of the orbital wavefunction with the field. The $m=\pm1$ triplet states are not treated either; in this Hamiltonian the field leaves them unmixed. Within those limits, the formula gives an exact two-level reference value for a program that diagonalises spin Hamiltonians numerically.
